# Width and capacitance of an abrupt p-n junction in the depletion approximation

A precise statement about a depleted junction has to decide what Poisson's equation means at the interface, where the charge density jumps and the field has a kink. Here the field and the potential are continuous on the whole layer and obey their differential equations everywhere inside it except at the interface. The depletion approximation itself enters as an assumption: the layer has sharp edges, holds only ionised dopants, and the field vanishes at both edges.

## The claim and its derivation

Let $x$ be the coordinate across the junction, with the p side at $x<0$. Let $q$ be the elementary charge, $\varepsilon$ the permittivity, and $N_A$, $N_D$ the uniform densities of acceptors on the p side and of donors on the n side, all positive. The layer is $[-x_p, x_n]$ with $x_p, x_n \ge 0$, and its width is $W = x_n + x_p$. The charge density is $\rho = -qN_A$ for $x<0$ and $\rho = qN_D$ for $x>0$. The field $E$ and the potential $\varphi$ obey $E' = \rho/\varepsilon$, $\varphi' = -E$ and $E(-x_p) = E(x_n) = 0$. With the potential drop $V = \varphi(x_n) - \varphi(-x_p)$, the claim is

$$W^2 = \frac{2\varepsilon V}{q}\left(\frac1{N_A}+\frac1{N_D}\right), \qquad \left(\frac{W}{\varepsilon}\right)^2 = \frac{2}{q\varepsilon}\left(\frac1{N_A}+\frac1{N_D}\right)V .$$

In a slab $[a,b]$ with $E' = k$ constant, one integration gives $E(x) = E(a) + k(x-a)$, and a second gives

$$\varphi(b)-\varphi(a) = -\left(E(a)(b-a) + \tfrac12 k (b-a)^2\right).$$

On the p side $a=-x_p$, $b=0$, $k=-qN_A/\varepsilon$ and $E(a)=0$, so

$$E(0) = -\frac{qN_Ax_p}{\varepsilon}, \qquad \varphi(0)-\varphi(-x_p) = \frac{qN_Ax_p^2}{2\varepsilon}.$$

On the n side $a=0$, $b=x_n$, $k=qN_D/\varepsilon$ and $E(b)=0$, so $E(0) = -qN_Dx_n/\varepsilon$ and

$$\varphi(x_n)-\varphi(0) = \frac{qN_Dx_n^2}{\varepsilon} - \frac{qN_Dx_n^2}{2\varepsilon} = \frac{qN_Dx_n^2}{2\varepsilon}.$$

The two values of $E(0)$ must agree, and the two drops add:

$$N_Ax_p = N_Dx_n, \qquad V = \frac{q\,(N_Ax_p^2+N_Dx_n^2)}{2\varepsilon}.$$

The first relation is charge neutrality. It gives $x_p = N_Dx_n/N_A$, hence $W = x_n(N_A+N_D)/N_A$ and $V = qN_Dx_n^2(N_A+N_D)/(2\varepsilon N_A)$. Therefore

$$\frac{2\varepsilon V}{q}\cdot\frac{N_A+N_D}{N_AN_D} = \frac{x_n^2\,(N_A+N_D)^2}{N_A^2} = W^2,$$

and division by $\varepsilon^2$ gives the second form. Write $W(V)$ for the nonnegative root. Neutrality divides it as $x_n = \frac{N_A}{N_A+N_D}W$ and $x_p = \frac{N_D}{N_A+N_D}W$. Conversely, these two values satisfy neutrality and give $N_Ax_p^2+N_Dx_n^2 = \frac{N_AN_D}{N_A+N_D}W^2 = 2\varepsilon V/q$.

The donor charge per area is $Q(V) = qN_D\frac{N_A}{N_A+N_D}W(V)$. For $V>0$ the chain rule gives $dW/dV = \frac{1}{2W}\cdot\frac{2\varepsilon}{q}\cdot\frac{N_A+N_D}{N_AN_D}$, the doping factors cancel, and the capacitance per area is $C = dQ/dV = \varepsilon/W$. If the drop is a built-in potential $V_{bi}$ minus an applied bias $V_a$, then $1/C^2 = (W/\varepsilon)^2$ is a straight line in $V_a$, which is the Mott-Schottky relation. Within the depletion approximation, for a one-dimensional abrupt junction with uniform doping on each side, the slope of this line fixes the combination $1/N_A+1/N_D$ once $\varepsilon$ is known, and the piecewise parabolic potential can serve as a first approximation to compare with a drift-diffusion simulation.

As an instance in arbitrary units, take $q=\varepsilon=1$, $N_A=1$, $N_D=2$ and $V=3$. Then $W^2 = 2\cdot3\cdot\frac32 = 9$, so $W=3$, $x_n=1$, $x_p=2$. Neutrality reads $1\cdot2=2\cdot1$, the drop is $(1\cdot4+2\cdot1)/2=3$, and $E(0)=-2$. The charge is $Q(V)=\frac23\sqrt{3V}$, with $Q(3)=2$ and $dQ/dV=1/\sqrt{3V}=\frac13=\varepsilon/W$. At $V=12$ the width is $6$, and $(W/\varepsilon)^2$ has risen from $9$ to $36$ along the line $3V$.

## The model in Lean

```lean
import Mathlib

open Set

namespace DepletionApproximation

noncomputable section
```

All quantities are real numbers in one consistent system of units. The names `eps`, `NA`, `ND`, `xp`, `xn` stand for $\varepsilon, N_A, N_D, x_p, x_n$, and `Icc a b` and `Ioo a b` are the closed and the open interval.

```lean
/-- Space charge density of the depleted abrupt junction: ionised acceptors `-q NA` on the
p side `x < 0`, ionised donors `q ND` on the n side. -/
def chargeDensity (q NA ND x : ℝ) : ℝ := if x < 0 then -(q * NA) else q * ND
```

The definition assigns the donor value to $x=0$. That value is never used, because Poisson's equation is imposed only for `x ≠ 0`.

```lean
/-- Field `E` and potential `φ` in the depletion layer `[-xp, xn]`: both are continuous, obey
`E' = ρ/ε` and `φ' = -E` away from the interface, and the field vanishes at both edges. -/
structure IsDepletionSolution (q eps NA ND xp xn : ℝ) (E φ : ℝ → ℝ) : Prop where
  contE : ContinuousOn E (Icc (-xp) xn)
  contφ : ContinuousOn φ (Icc (-xp) xn)
  poisson : ∀ x ∈ Ioo (-xp) xn, x ≠ 0 → HasDerivAt E (chargeDensity q NA ND x / eps) x
  potential : ∀ x ∈ Ioo (-xp) xn, x ≠ 0 → HasDerivAt φ (-E x) x
  edge_p : E (-xp) = 0
  edge_n : E xn = 0
```

The six fields are the conditions of the model. Continuity of `E` at the interface excludes a sheet of interface charge, and a single `eps` serves both sides. Nothing is required of `E` and `φ` outside the layer, and `φ` is free up to a constant. Mobile carriers do not appear, so the smooth tails at the edges, temperature and current are not covered.

```lean
/-- The depletion width `W(V) = √((2 ε V / q)(1/NA + 1/ND))` at potential drop `V`. -/
def width (q eps NA ND V : ℝ) : ℝ := Real.sqrt (2 * eps * V / q * (1 / NA + 1 / ND))

/-- Donor charge per area `q ND xn` in the layer, with `xn = NA/(NA + ND) · W(V)`. -/
def charge (q eps NA ND V : ℝ) : ℝ := q * ND * (NA / (NA + ND) * width q eps NA ND V)
```

`width` is $W(V)$ and `charge` is $Q(V)$, both given as formulas in the drop. Their link to the edges of a layer is made by the theorems `depletion_iff` and `mott_schottky`. `Real.sqrt` returns zero on negative arguments, so `width` is zero for a negative drop and has its physical meaning only for $V\ge0$.

## Integrating Poisson's equation

```lean
/-- A continuous profile with vanishing derivative inside `[a, b]` takes equal values at the
two ends. -/
theorem eq_of_deriv_zero {f : ℝ → ℝ} {a b : ℝ} (hab : a ≤ b) (hc : ContinuousOn f (Icc a b))
    (hd : ∀ x ∈ Ioo a b, HasDerivAt f 0 x) : f b = f a := by
  rcases hab.eq_or_lt with h | h
  · rw [h]
  · obtain ⟨c, _, hc'⟩ := exists_hasDerivAt_eq_slope f (fun _ => 0) h hc hd
    have h0 : (f b - f a) / (b - a) = 0 := hc'.symm
    have := (div_eq_zero_iff.mp h0).resolve_right (sub_pos.mpr h).ne'
    linarith
```

This lemma takes the place of integration. For $a=b$ the claim is immediate, which admits layers of zero thickness. For $a<b$ the mean value theorem, `exists_hasDerivAt_eq_slope`, equates the slope $(f(b)-f(a))/(b-a)$ with the derivative at an interior point, which is zero. Derivatives are needed only in the open interval, so the kink at the end of a slab does no harm.

```lean
/-- Across a slab `[a, b]` with constant field gradient `E' = k` and `φ' = -E`, the field
changes by `k (b - a)` and the potential by `-(E(a) (b - a) + k (b - a)²/2)`. -/
theorem uniform_slab {E φ : ℝ → ℝ} {a b k : ℝ} (hab : a ≤ b)
    (hE : ContinuousOn E (Icc a b)) (hφ : ContinuousOn φ (Icc a b))
    (hE' : ∀ x ∈ Ioo a b, HasDerivAt E k x) (hφ' : ∀ x ∈ Ioo a b, HasDerivAt φ (-E x) x) :
    E b = E a + k * (b - a) ∧ φ b - φ a = -(E a * (b - a) + k * (b - a) ^ 2 / 2) := by
  -- first integration: the field is linear in the slab
  have hlin : ∀ x ∈ Icc a b, E x = E a + k * (x - a) := by
    intro x hx
    have hEx : ContinuousOn E (Icc a x) := hE.mono (Icc_subset_Icc_right hx.2)
    have h : E x - k * x = E a - k * a :=
      eq_of_deriv_zero (f := fun y => E y - k * y) hx.1 (by fun_prop) fun y hy =>
        ((hE' y ⟨hy.1, hy.2.trans_le hx.2⟩).fun_sub
          ((hasDerivAt_id' y).const_mul k)).congr_deriv (by ring)
    linear_combination h
  refine ⟨hlin b ⟨hab, le_rfl⟩, ?_⟩
  -- second integration: the potential is a parabola
  have h : φ b + (E a * b + k / 2 * ((b - a) * (b - a)))
      = φ a + (E a * a + k / 2 * ((a - a) * (a - a))) := by
    refine eq_of_deriv_zero (f := fun y => φ y + (E a * y + k / 2 * ((y - a) * (y - a)))) hab
      (by fun_prop) fun y hy => ?_
    have hy' := hlin y ⟨hy.1.le, hy.2.le⟩
    have hs : HasDerivAt (fun y : ℝ => y - a) 1 y := (hasDerivAt_id' y).sub_const a
    exact ((hφ' y hy).fun_add (((hasDerivAt_id' y).const_mul (E a)).fun_add
      ((hs.fun_mul hs).const_mul (k / 2)))).congr_deriv (by linear_combination -hy')
  linear_combination h
```

Each integration becomes the statement that some function is constant. The first is $E(y)-ky$ on $[a,x]$, which yields the linear profile `hlin` at every point of the slab. The second is $\varphi(y)+E(a)y+\frac k2(y-a)^2$, whose derivative $-E(y)+E(a)+k(y-a)$ vanishes by `hlin`. Comparing its end values gives the drop.

```lean
/-- Poisson's equation with vanishing field at both edges gives charge neutrality `NA xp = ND xn`, the
interface field `-q ND xn / ε`, and the potential drop `q (NA xp² + ND xn²)/(2 ε)`. -/
theorem poisson_depletion {q eps NA ND xp xn : ℝ} {E φ : ℝ → ℝ} (hq : 0 < q) (heps : 0 < eps)
    (hxp : 0 ≤ xp) (hxn : 0 ≤ xn) (h : IsDepletionSolution q eps NA ND xp xn E φ) :
    NA * xp = ND * xn ∧ E 0 = -(q * ND * xn / eps) ∧
      φ xn - φ (-xp) = q * (NA * xp ^ 2 + ND * xn ^ 2) / (2 * eps) := by
  have hp : -xp ≤ 0 := by linarith
  -- p side
  obtain ⟨L1, L2⟩ := uniform_slab (k := -(q * NA) / eps) hp
    (h.contE.mono (Icc_subset_Icc_right hxn)) (h.contφ.mono (Icc_subset_Icc_right hxn))
    (fun y hy => by
      have := h.poisson y ⟨hy.1, hy.2.trans_le hxn⟩ hy.2.ne
      rwa [chargeDensity, if_pos hy.2] at this)
    (fun y hy => h.potential y ⟨hy.1, hy.2.trans_le hxn⟩ hy.2.ne)
  -- n side
  obtain ⟨R1, R2⟩ := uniform_slab (k := q * ND / eps) hxn
    (h.contE.mono (Icc_subset_Icc_left hp)) (h.contφ.mono (Icc_subset_Icc_left hp))
    (fun y hy => by
      have := h.poisson y ⟨hp.trans_lt hy.1, hy.2⟩ hy.1.ne'
      rwa [chargeDensity, if_neg (not_lt.mpr hy.1.le)] at this)
    (fun y hy => h.potential y ⟨hp.trans_lt hy.1, hy.2⟩ hy.1.ne')
  rw [h.edge_p] at L1 L2
  rw [h.edge_n] at R1
  refine ⟨?_, by linear_combination -R1, by linear_combination L2 + R2 + xn * R1⟩
  -- matching the field at the interface
  have h0 : q / eps * (NA * xp - ND * xn) = 0 := by linear_combination L1 + R1
  have := (mul_eq_zero.mp h0).resolve_left (div_pos hq heps).ne'
  linarith
```

For positive $q$, $\varepsilon$ and nonnegative $x_p$, $x_n$, every depletion solution satisfies neutrality, has $E(0)=-qN_Dx_n/\varepsilon$, and has the stated drop. No sign is required of the doping densities. `L1` and `L2` are the field and potential relations on the p side, `R1` and `R2` those on the n side. After the edge values are inserted, `R1` gives the interface field. In `L2 + R2 + xn * R1` the first two terms add the drops and the third eliminates $E(0)$. The sum `L1 + R1` matches the two expressions for $E(0)$, and the nonzero factor $q/\varepsilon$ is then cancelled.

## Width and edges

```lean
/-- With charge neutrality and the drop `V = q (NA xp² + ND xn²)/(2 ε)`, the width
`W = xn + xp` obeys `W² = (2 ε V/q)(1/NA + 1/ND)` and `(W/ε)² = (2/(q ε))(1/NA + 1/ND) V`. -/
theorem depletion_width_sq {q eps NA ND xp xn V : ℝ} (hq : 0 < q) (heps : 0 < eps)
    (hA : 0 < NA) (hD : 0 < ND) (hn : NA * xp = ND * xn)
    (hV : V = q * (NA * xp ^ 2 + ND * xn ^ 2) / (2 * eps)) :
    (xn + xp) ^ 2 = 2 * eps * V / q * (1 / NA + 1 / ND) ∧
      ((xn + xp) / eps) ^ 2 = 2 / (q * eps) * (1 / NA + 1 / ND) * V := by
  have hq' := hq.ne'
  have he' := heps.ne'
  have hA' := hA.ne'
  have hD' := hD.ne'
  have hW : (xn + xp) ^ 2 = 2 * eps * V / q * (1 / NA + 1 / ND) := by
    -- eliminate xp by neutrality
    have hxp : xp = ND * xn / NA := by
      rw [eq_div_iff hA']
      linear_combination hn
    rw [hV, hxp]
    field_simp
    all_goals ring
  refine ⟨hW, ?_⟩
  rw [div_pow, hW]
  field_simp
```

This is the central algebraic statement. Neutrality `hn` and the drop formula `hV` are hypotheses, the constants $q$, $\varepsilon$, $N_A$, $N_D$ are positive, and no sign is assumed for $x_n$, $x_p$ or $V$. The proof solves `hn` for $x_p$, substitutes it together with `hV`, and clears denominators, as in the derivation. The second conclusion shows $(W/\varepsilon)^2$ as $V$ times a factor that depends only on $q,\varepsilon,N_A,N_D$.

```lean
/-- For `V, xn, xp ≥ 0`, neutrality and the drop formula hold exactly when
`xn = NA/(NA + ND) · W(V)` and `xp = ND/(NA + ND) · W(V)`. -/
theorem depletion_iff {q eps NA ND xp xn V : ℝ} (hq : 0 < q) (heps : 0 < eps)
    (hA : 0 < NA) (hD : 0 < ND) (hV0 : 0 ≤ V) (hxp : 0 ≤ xp) (hxn : 0 ≤ xn) :
    (NA * xp = ND * xn ∧ V = q * (NA * xp ^ 2 + ND * xn ^ 2) / (2 * eps)) ↔
      (xn = NA / (NA + ND) * width q eps NA ND V ∧
        xp = ND / (NA + ND) * width q eps NA ND V) := by
  have hq' := hq.ne'
  have he' := heps.ne'
  have hA' := hA.ne'
  have hD' := hD.ne'
  have hS : NA + ND ≠ 0 := (add_pos hA hD).ne'
  constructor
  · rintro ⟨hn, hV⟩
    have hW : width q eps NA ND V = xn + xp := by
      rw [width, ← (depletion_width_sq hq heps hA hD hn hV).1,
        Real.sqrt_sq (add_nonneg hxn hxp)]
    rw [hW]
    constructor
    · rw [div_mul_eq_mul_div, eq_div_iff hS]
      linear_combination -hn
    · rw [div_mul_eq_mul_div, eq_div_iff hS]
      linear_combination hn
  · rintro ⟨h1, h2⟩
    have hW : width q eps NA ND V ^ 2 = 2 * eps * V / q * (1 / NA + 1 / ND) :=
      Real.sq_sqrt (by positivity)
    generalize width q eps NA ND V = W at h1 h2 hW
    rw [h1, h2]
    refine ⟨by ring, ?_⟩
    calc V = q * NA * ND / (2 * eps * (NA + ND)) * (2 * eps * V / q * (1 / NA + 1 / ND)) := by
          field_simp
          all_goals ring
      _ = q * NA * ND / (2 * eps * (NA + ND)) * W ^ 2 := by rw [hW]
      _ = _ := by
          field_simp
          all_goals ring
```

For nonnegative $V$, $x_p$, $x_n$, the two relations hold exactly when $W(V)$ is divided between the two sides in inverse proportion to their doping densities, so the pair $(x_n,x_p)$ is determined by $V$. The case $V=0$ is included and gives $x_n=x_p=0$. From left to right, the root of $(x_n+x_p)^2$ is $x_n+x_p$ since the sum is nonnegative, and each edge formula is neutrality rearranged. From right to left, `hW` uses $V\ge0$ to undo the root, and the `calc` block writes $V = \frac{qN_AN_D}{2\varepsilon(N_A+N_D)}W^2$ before expanding. The equivalence concerns the two algebraic relations and constructs no field or potential.

## Bias and capacitance

```lean
/-- For a depletion solution whose potential drop `φ xn - φ (-xp)` equals
`Vbi - Va`, one has `xn + xp = W(Vbi - Va)` and
`((xn + xp)/ε)² = (2/(q ε))(1/NA + 1/ND)(Vbi - Va)`. -/
theorem mott_schottky {q eps NA ND xp xn Vbi Va : ℝ} {E φ : ℝ → ℝ} (hq : 0 < q)
    (heps : 0 < eps) (hA : 0 < NA) (hD : 0 < ND) (hxp : 0 ≤ xp) (hxn : 0 ≤ xn)
    (h : IsDepletionSolution q eps NA ND xp xn E φ) (hbias : φ xn - φ (-xp) = Vbi - Va) :
    xn + xp = width q eps NA ND (Vbi - Va) ∧
      ((xn + xp) / eps) ^ 2 = 2 / (q * eps) * (1 / NA + 1 / ND) * (Vbi - Va) := by
  obtain ⟨hn, -, hV⟩ := poisson_depletion hq heps hxp hxn h
  obtain ⟨h1, h2⟩ := depletion_width_sq hq heps hA hD hn (hbias.symm.trans hV)
  refine ⟨?_, h2⟩
  rw [width, ← h1, Real.sqrt_sq (add_nonneg hxn hxp)]
```

For any depletion solution whose drop equals `Vbi - Va`, the thickness is `width` at that drop and $((x_n+x_p)/\varepsilon)^2$ is proportional to $V_{bi}-V_a$. The hypothesis `hbias` is assumed. `Vbi` is an arbitrary real number, not computed from Fermi levels, and `hbias` says that the whole applied bias falls across the layer, with positive `Va` reducing the drop. The proof feeds the output of `poisson_depletion` into `depletion_width_sq`.

```lean
/-- For `V > 0` the derivative of the depletion charge per area with respect to the potential
drop is `ε / W(V)`. -/
theorem differential_capacitance {q eps NA ND V : ℝ} (hq : 0 < q) (heps : 0 < eps)
    (hA : 0 < NA) (hD : 0 < ND) (hV : 0 < V) :
    HasDerivAt (charge q eps NA ND) (eps / width q eps NA ND V) V := by
  have hq' := hq.ne'
  have hA' := hA.ne'
  have hD' := hD.ne'
  have hS : NA + ND ≠ 0 := (add_pos hA hD).ne'
  have hpos : 0 < 2 * eps * V / q * (1 / NA + 1 / ND) := by positivity
  have hW : width q eps NA ND V ≠ 0 := (Real.sqrt_pos.mpr hpos).ne'
  have h1 : HasDerivAt (fun v : ℝ => 2 * eps * v / q * (1 / NA + 1 / ND))
      (2 * eps / q * (1 / NA + 1 / ND)) V :=
    ((((hasDerivAt_id' V).const_mul (2 * eps)).div_const q).mul_const
      (1 / NA + 1 / ND)).congr_deriv (by ring)
  -- chain rule for the square root
  have h2 : HasDerivAt (width q eps NA ND)
      (2 * eps / q * (1 / NA + 1 / ND) / (2 * width q eps NA ND V)) V := h1.sqrt hpos.ne'
  refine ((h2.const_mul (NA / (NA + ND))).const_mul (q * ND)).congr_deriv ?_
  field_simp
  all_goals ring
```

The function $Q$ is differentiable at every $V>0$ with derivative $\varepsilon/W(V)$. `h1` differentiates the radicand, which is linear in $V$, `h2` is the chain rule for $dW/dV$, and the last step multiplies by the prefactor of $Q$ and cancels the doping factors. The derivative is taken with respect to the drop along static solutions, with no frequency dependence. The statement `mott_schottky` speaks of the width and this one of the capacitance; the form with $1/C^2$ comes from reading them together and is not itself among the theorems.

## An explicit solution

```lean
/-- The symmetric junction with all parameters equal to one has the depletion solution
`E = |x| - 1`, `φ = x - x |x| / 2`. -/
theorem depletion_witness :
    IsDepletionSolution 1 1 1 1 1 1 (fun x => |x| - 1) (fun x => x - x * |x| / 2) where
  contE := by fun_prop
  contφ := by fun_prop
  poisson x _ hx := by
    rcases lt_or_gt_of_ne hx with h | h
    · exact ((hasDerivAt_abs_neg h).sub_const 1).congr_deriv
        (by rw [chargeDensity, if_pos h]; norm_num)
    · exact ((hasDerivAt_abs_pos h).sub_const 1).congr_deriv
        (by rw [chargeDensity, if_neg (not_lt.mpr h.le)]; norm_num)
  potential x _ hx := by
    rcases lt_or_gt_of_ne hx with h | h
    · exact ((hasDerivAt_id' x).fun_sub (((hasDerivAt_id' x).fun_mul
        (hasDerivAt_abs_neg h)).div_const 2)).congr_deriv (by simp only [abs_of_neg h]; ring)
    · exact ((hasDerivAt_id' x).fun_sub (((hasDerivAt_id' x).fun_mul
        (hasDerivAt_abs_pos h)).div_const 2)).congr_deriv (by simp only [abs_of_pos h]; ring)
  edge_p := by simp
  edge_n := by simp

end

end DepletionApproximation
```

With all six parameters equal to one, $E=|x|-1$ has slope $-1$ for $x<0$ and $+1$ for $x>0$ and vanishes at $x=\pm1$, while $\varphi=x-x|x|/2$ has derivative $1-|x|=-E$. The proof checks both derivatives on each side of the interface. The drop is $\frac12-(-\frac12)=1$ and the width is $2$, in agreement with $W^2=2\cdot1\cdot(1+1)=4$. This symmetric junction is the one case for which a depletion solution is exhibited.

```lean
#print axioms DepletionApproximation.depletion_width_sq
#print axioms DepletionApproximation.depletion_iff
#print axioms DepletionApproximation.mott_schottky
#print axioms DepletionApproximation.differential_capacitance
```

```
'DepletionApproximation.depletion_width_sq' depends on axioms: [propext, Classical.choice, Quot.sound]
'DepletionApproximation.depletion_iff' depends on axioms: [propext, Classical.choice, Quot.sound]
'DepletionApproximation.mott_schottky' depends on axioms: [propext, Classical.choice, Quot.sound]
'DepletionApproximation.differential_capacitance' depends on axioms: [propext, Classical.choice, Quot.sound]
```
